# An ideal two-spin echo leaves pure scalar coupling at all delays only if the shift difference or the coupling is zero

Two spins 1/2, with spin operators I1 and I2, have a shift difference d and the full scalar coupling J I1·I2. A spin echo with perfect π pulses on both spins removes the shift difference for every delay exactly when dJ = 0. If neither is zero, the echo fails at some delay in every open interval.

Energies are angular frequencies (ħ = 1), in a frame rotating midway between the two resonances. The model idealises an experiment: the spins are isolated and do not relax, and the pulses are instantaneous and perfect.

```lean
import Mathlib

open Matrix Filter Topology
open scoped Kronecker

namespace StrongCouplingEcho

noncomputable section

variable {n : Type*} [Fintype n] [DecidableEq n]
```

Write U_H(t) = exp(-itH) for the propagator of a constant matrix H. Parts (a) to (e) hold for complex square matrices of any finite size, Hermitian or not.

```lean
/-- The propagator `exp(-itH)` of a time-independent Hamiltonian matrix `H`. -/
def propagator (H : Matrix n n ℂ) (t : ℝ) : Matrix n n ℂ :=
  NormedSpace.exp (t • ((-Complex.I) • H))
```

## (a) The derivative of the propagator

Show that

dU_H/dt = U_H(t) (-iH).

**Solution.** Differentiate the exponential series term by term. Each term k tᵏ⁻¹(-iH)ᵏ/k! contains one factor -iH that can be taken out on the right. The textbook form has -iH on the left, which is the same because H commutes with U_H. Mathlib supplies this derivative.

```lean
open scoped Matrix.Norms.Operator in
/-- The propagator obeys the Schrödinger equation `dU/dt = U (-iH)`. -/
theorem hasDerivAt_propagator (H : Matrix n n ℂ) (t : ℝ) :
    HasDerivAt (propagator H) (propagator H t * ((-Complex.I) • H)) t :=
  hasDerivAt_exp_smul_const (𝕂 := ℝ) ((-Complex.I) • H) t
```

## (b) Factorised evolution forces commutation

Suppose U_P(t) U_Q(t) = U_{P+Q}(t) for all t near some t₀. Show that

PQ = QP.

**Solution.** Differentiate at a time t near t₀, and replace U_{P+Q} by U_P U_Q on the right:

U_P(-iP)U_Q + U_P U_Q(-iQ) = U_P U_Q(-iP) + U_P U_Q(-iQ).

Drop the common term and cancel the invertible U_P. This leaves P U_Q(t) = U_Q(t) P near t₀. Differentiate again, at t₀:

P U_Q(-iQ) = U_Q(-iQ)P.

Move P through U_Q on the left and cancel U_Q and -i.

In Lean, `∀ᶠ t in 𝓝 t₀` means "for all t in some neighbourhood of t₀". The intermediate result is `h1`; `unique` equates two derivatives of the same function, and `mul_left_cancel` removes the propagator.

```lean
open scoped Matrix.Norms.Operator in
/-- If evolution under `Q` and then under `P`, each for a time `t`, equals evolution under `P + Q`
for all `t` near some time `t₀`, then `P` and `Q` commute. -/
theorem commute_of_propagator_mul (P Q : Matrix n n ℂ) (t₀ : ℝ)
    (h : ∀ᶠ t in 𝓝 t₀, propagator P t * propagator Q t = propagator (P + Q) t) :
    P * Q = Q * P := by
  -- the first derivative shows that `P` commutes with the propagator of `Q`
  have h1 : ∀ᶠ t in 𝓝 t₀, ((-Complex.I) • P) * propagator Q t
      = propagator Q t * ((-Complex.I) • P) := by
    filter_upwards [h.eventually_nhds] with t ht
    have e : propagator P t * propagator Q t = propagator (P + Q) t := ht.self_of_nhds
    have d : propagator P t * ((-Complex.I) • P) * propagator Q t
        + propagator P t * (propagator Q t * ((-Complex.I) • Q))
        = propagator (P + Q) t * ((-Complex.I) • (P + Q)) :=
      ((hasDerivAt_propagator P t).fun_mul (hasDerivAt_propagator Q t)).unique
        ((hasDerivAt_propagator (P + Q) t).congr_of_eventuallyEq ht)
    rw [← e, smul_add] at d
    simp only [mul_add, mul_assoc] at d
    exact (Matrix.isUnit_exp _).mul_left_cancel (add_right_cancel d)
  -- the second derivative shows that `P` commutes with `Q`
  have d : ((-Complex.I) • P) * (propagator Q t₀ * ((-Complex.I) • Q))
      = propagator Q t₀ * ((-Complex.I) • Q) * ((-Complex.I) • P) :=
    ((hasDerivAt_propagator Q t₀).const_mul ((-Complex.I) • P)).unique
      (((hasDerivAt_propagator Q t₀).mul_const ((-Complex.I) • P)).congr_of_eventuallyEq h1)
  rw [← mul_assoc, h1.self_of_nhds, mul_assoc, mul_assoc] at d
  have k := (Matrix.isUnit_exp _).mul_left_cancel d
  rw [smul_mul_smul_comm, smul_mul_smul_comm, neg_mul_neg, Complex.I_mul_I,
    neg_one_smul, neg_one_smul] at k
  exact neg_injective k
```

## (c) Doubling the time

Show that

U_B(2t) = U_{B+B}(t).

**Solution.** Both exponents are -2itB.

```lean
/-- Evolution under `B` for a time `2t` is evolution under `2B` for a time `t`. -/
theorem propagator_two_mul (B : Matrix n n ℂ) (t : ℝ) :
    propagator B (2 * t) = propagator (B + B) t := by
  unfold propagator
  rw [mul_comm 2 t, mul_smul, two_smul, ← smul_add]
```

## (d) Refocusing near one time

Let A be the part of the Hamiltonian that is reversed halfway and B the part that is kept. Suppose that, for all t near t₀,

U_{B-A}(t) U_{B+A}(t) = U_B(2t).

Show that AB = BA.

**Solution.** Put P = B - A and Q = B + A, so that P + Q = 2B. By (c) the hypothesis of (b) holds, hence P and Q commute:

0 = (B + A)(B - A) - (B - A)(B + A) = 2(AB - BA).

The tactic `noncomm_ring` does this expansion.

```lean
/-- If reversing the sign of `A` halfway removes `A` from the evolution under `B + A` for all
half-echo times near some `t₀`, then `A` commutes with `B`. -/
theorem commute_of_refocusing (A B : Matrix n n ℂ) (t₀ : ℝ)
    (h : ∀ᶠ t in 𝓝 t₀,
      propagator (B - A) t * propagator (B + A) t = propagator B (2 * t)) :
    A * B = B * A := by
  have hs : B - A + (B + A) = B + B := by abel
  have k := commute_of_propagator_mul (B - A) (B + A) t₀ (by
    filter_upwards [h] with t ht
    rw [ht, hs, propagator_two_mul])
  have h2 : (2 : ℂ) • (A * B - B * A) = 0 := by
    rw [two_smul]
    calc A * B - B * A + (A * B - B * A)
        = (B + A) * (B - A) - (B - A) * (B + A) := by noncomm_ring
      _ = 0 := by rw [k, sub_self]
  exact sub_eq_zero.mp ((smul_eq_zero.mp h2).resolve_left two_ne_zero)
```

## (e) The criterion for all times

Show that the equation in (d) holds for every real t if and only if A and B commute.

**Solution.** One direction is (d) at t₀ = 0. Conversely, if AB = BA, then B - A and B + A commute, so their exponentials multiply by adding exponents, and the sum is -2itB. This is `Matrix.exp_add_of_commute`.

```lean
/-- Reversing the sign of `A` halfway removes `A` from the evolution under `B + A` at all times
exactly when `A` commutes with `B`. -/
theorem refocusing_iff_commute (A B : Matrix n n ℂ) :
    (∀ t : ℝ, propagator (B - A) t * propagator (B + A) t = propagator B (2 * t))
      ↔ A * B = B * A := by
  refine ⟨fun h => commute_of_refocusing A B 0 (Eventually.of_forall h), fun h t => ?_⟩
  have c : Commute (B - A) (B + A) := by
    change (B - A) * (B + A) = (B + A) * (B - A)
    simp only [mul_add, add_mul, mul_sub, sub_mul, h]
    abel
  have hs : B + B = B - A + (B + A) := by abel
  rw [propagator_two_mul, hs]
  unfold propagator
  rw [smul_add (-Complex.I) (B - A) (B + A),
    smul_add t ((-Complex.I) • (B - A)) ((-Complex.I) • (B + A))]
  exact (Matrix.exp_add_of_commute _ _
    ((((c.smul_left (-Complex.I)).smul_right (-Complex.I)).smul_left t).smul_right t)).symm
```

## Two spins and a pulse

The matrices `Sx`, `Sy`, `Sz` are the operators usually written Ix, Iy, Iz. Index 0 is α and index 1 is β, so `(0, 1)` labels αβ.

```lean
/-- The spin-1/2 operator `Ix`. -/
def Sx : Matrix (Fin 2) (Fin 2) ℂ := !![0, 1/2; 1/2, 0]

/-- The spin-1/2 operator `Iy`. -/
def Sy : Matrix (Fin 2) (Fin 2) ℂ := !![0, -Complex.I/2; Complex.I/2, 0]

/-- The spin-1/2 operator `Iz`. -/
def Sz : Matrix (Fin 2) (Fin 2) ℂ := !![1/2, 0; 0, -1/2]
```

Kronecker products place these operators on spin 1 or spin 2. Write D = I1z - I2z for `shiftDiff` and C = I1·I2 for `coupling`.

```lean
/-- The difference `I1z - I2z` of the two spin projections. -/
def shiftDiff : Matrix (Fin 2 × Fin 2) (Fin 2 × Fin 2) ℂ := Sz ⊗ₖ 1 - 1 ⊗ₖ Sz

/-- The scalar coupling operator `I1·I2`. -/
def coupling : Matrix (Fin 2 × Fin 2) (Fin 2 × Fin 2) ℂ :=
  Sx ⊗ₖ Sx + Sy ⊗ₖ Sy + Sz ⊗ₖ Sz
```

The Hamiltonian is H(d,J) = (d/2)D + JC, with d and J real.

```lean
/-- The two-spin Hamiltonian `d (I1z - I2z)/2 + J I1·I2`. -/
def hamiltonian (d J : ℝ) : Matrix (Fin 2 × Fin 2) (Fin 2 × Fin 2) ℂ :=
  ((d : ℂ) / 2) • shiftDiff + (J : ℂ) • coupling
```

The pulse is X = σx⊗σx. The rotation exp(-iπ(I1x + I2x)) equals -X, and the sign disappears when two pulses are applied.

```lean
/-- The operator `σx ⊗ σx`, which is a π pulse about x on both spins up to a phase. -/
def piPulse : Matrix (Fin 2 × Fin 2) (Fin 2 × Fin 2) ℂ :=
  !![0, 1; 1, 0] ⊗ₖ !![0, 1; 1, 0]
```

## (f) Reversing the shift difference

Show that

H(-d,J) = JC - (d/2)D.

**Solution.** Substitute -d for d. This is the form B - A, with A = (d/2)D and B = JC.

```lean
/-- Changing the sign of `d` reverses the shift term of the Hamiltonian and keeps the coupling. -/
theorem hamiltonian_neg (d J : ℝ) :
    hamiltonian (-d) J = (J : ℂ) • coupling - ((d : ℂ) / 2) • shiftDiff := by
  simp only [hamiltonian, Complex.ofReal_neg]
  module
```

## (g) Failure in every interval

Let dJ ≠ 0 and a < b. Show that some t with a < t < b satisfies

U_{H(-d,J)}(t) U_{H(d,J)}(t) ≠ U_{JC}(2t).

**Solution.** Suppose equality held throughout the interval. Part (d) at its midpoint gives (dJ/2)(DC - CD) = 0. Now D has eigenvalue 1 on αβ and -1 on βα, and ⟨αβ|C|βα⟩ = 1/2, so

⟨αβ|DC - CD|βα⟩ = (1 + 1)/2 = 1.

Hence dJ = 0, a contradiction. The matrix element is `key` in the code.

```lean
/-- If `d J ≠ 0`, every open interval of half-echo times contains one at which reversing the
shift difference fails to leave pure scalar coupling. -/
theorem refocusing_fails {d J : ℝ} (hdJ : d * J ≠ 0) {a b : ℝ} (hab : a < b) :
    ∃ t ∈ Set.Ioo a b, propagator (hamiltonian (-d) J) t * propagator (hamiltonian d J) t
      ≠ propagator ((J : ℂ) • coupling) (2 * t) := by
  by_contra hcon
  have hall : ∀ t ∈ Set.Ioo a b,
      propagator (hamiltonian (-d) J) t * propagator (hamiltonian d J) t
        = propagator ((J : ℂ) • coupling) (2 * t) :=
    fun t ht => by_contra fun hne => hcon ⟨t, ht, hne⟩
  have k := commute_of_refocusing (((d : ℂ) / 2) • shiftDiff) ((J : ℂ) • coupling)
    ((a + b) / 2) (by
      filter_upwards [Ioo_mem_nhds (show a < (a + b) / 2 by linarith)
        (show (a + b) / 2 < b by linarith)] with t ht
      rw [← hall t ht, hamiltonian_neg, hamiltonian, add_comm (((d : ℂ) / 2) • shiftDiff)])
  -- the matrix element of the commutator between the states αβ and βα
  have key : (shiftDiff * coupling - coupling * shiftDiff) (0, 1) (1, 0) = 1 := by
    simp [shiftDiff, coupling, Sx, Sy, Sz, Matrix.mul_apply, Fintype.sum_prod_type,
      Fin.sum_univ_two, Matrix.kroneckerMap_apply]
    linear_combination (-1 / 2 : ℂ) * Complex.I_mul_I
  have z : ((d : ℂ) / 2 * J) • (shiftDiff * coupling - coupling * shiftDiff) = 0 := by
    rw [smul_mul_smul_comm, smul_mul_smul_comm, mul_comm (J : ℂ)] at k
    rw [smul_sub, k, sub_self]
  have e := congrFun (congrFun z (0, 1)) (1, 0)
  rw [Matrix.smul_apply, key, smul_eq_mul, mul_one, Matrix.zero_apply] at e
  have e' : (d : ℂ) * J = 0 := by linear_combination 2 * e
  exact hdJ (by exact_mod_cast e')
```

**Numbers.** Take J = 1 and d = √3. On the states αβ, βα,

H(±d,J) = -1/4 + n±·σ, with n± = (1/2, 0, ±√3/2).

Each n± is a unit vector, so the propagators are e^{it/4}(cos t - i sin t n±·σ). At t = π/2 their product is e^{iπ/4}(1/2 + i(√3/2)σy), while pure coupling gives e^{iπ/4}(-iσx). The probability of going from αβ to βα is 3/4 instead of 1.

**Agreement at infinitely many times can be too little.** With the same J and d, both sides agree at every t = 2πk with k an integer, although dJ ≠ 0. Agreement at all these times is therefore not enough to force commutation in (d).

## (h) The criterion for two spins

Show that the two sides in (g) are equal for all real t if and only if

dJ = 0.

**Solution.** If dJ ≠ 0, (g) supplies a failure between 0 and 1. If d = 0 or J = 0, one of A and B vanishes, so they commute and (e) applies.

```lean
/-- Reversing the shift difference halfway leaves pure scalar coupling at all times exactly when
`d J = 0`. -/
theorem refocusing_iff (d J : ℝ) :
    (∀ t : ℝ, propagator (hamiltonian (-d) J) t * propagator (hamiltonian d J) t
      = propagator ((J : ℂ) • coupling) (2 * t)) ↔ d * J = 0 := by
  constructor
  · intro h
    by_contra hdJ
    obtain ⟨t, -, ht⟩ := refocusing_fails hdJ zero_lt_one
    exact ht (h t)
  · intro h
    rw [hamiltonian_neg, hamiltonian, add_comm (((d : ℂ) / 2) • shiftDiff)]
    apply (refocusing_iff_commute _ _).mpr
    rcases mul_eq_zero.mp h with h | h <;> simp [h]
```

## (i) The action of the pulse

Show that

X H(d,J) X = H(-d,J).

**Solution.** Conjugation by σx keeps Ix and reverses Iy and Iz. Thus D changes sign, while each product in C is unchanged. The code checks the single-spin rules entry by entry (`hx`, `hy`, `hz`).

```lean
/-- A π pulse on both spins reverses the shift difference and keeps the scalar coupling. -/
theorem piPulse_conj (d J : ℝ) :
    piPulse * hamiltonian d J * piPulse = hamiltonian (-d) J := by
  have hc : ∀ A B : Matrix (Fin 2) (Fin 2) ℂ, piPulse * (A ⊗ₖ B) * piPulse
      = (!![0, 1; 1, 0] * A * !![0, 1; 1, 0]) ⊗ₖ (!![0, 1; 1, 0] * B * !![0, 1; 1, 0]) := by
    intro A B
    simp only [piPulse, ← Matrix.mul_kronecker_mul]
  have hx : !![0, 1; 1, 0] * Sx * !![0, 1; 1, 0] = Sx := by
    ext i j; fin_cases i <;> fin_cases j <;> simp [Sx]
  have hy : !![0, 1; 1, 0] * Sy * !![0, 1; 1, 0] = -Sy := by
    ext i j; fin_cases i <;> fin_cases j <;> simp [Sy, neg_div]
  have hz : !![0, 1; 1, 0] * Sz * !![0, 1; 1, 0] = -Sz := by
    ext i j; fin_cases i <;> fin_cases j <;> simp [Sz, neg_div]
  have h1 : !![0, 1; 1, 0] * (1 : Matrix (Fin 2) (Fin 2) ℂ) * !![0, 1; 1, 0] = 1 := by
    ext i j; fin_cases i <;> fin_cases j <;> simp
  simp only [hamiltonian, shiftDiff, coupling, mul_add, add_mul, mul_sub, sub_mul,
    Matrix.mul_smul, Matrix.smul_mul, hc, hx, hy, hz, h1]
  ext ⟨i, j⟩ ⟨k, l⟩
  simp only [Matrix.add_apply, Matrix.sub_apply, Matrix.smul_apply, Matrix.neg_apply,
    Matrix.kroneckerMap_apply, smul_eq_mul, Complex.ofReal_neg]
  ring
```

## (j) The pulse sequence

Show that delay, pulse, delay, pulse, read from right to left, satisfies

X U_{H(d,J)}(t) X U_{H(d,J)}(t) = U_{JC}(2t)

for all real t if and only if dJ = 0.

**Solution.** Since X² = 1, conjugation by X passes into the exponential. By (i), X U_{H(d,J)}(t) X = U_{H(-d,J)}(t), which is `hU`, and (h) finishes the proof.

In a simulation of an isolated spin pair with ideal pulses, replacing the echo by coupling-only evolution is therefore exact for every initial state and every delay only if dJ = 0. The weak-coupling approximation keeps only the part J I1z I2z of the coupling, which commutes with D, so by (e) the shift difference does refocus there.

```lean
/-- The echo sequence delay, π pulse, delay, π pulse leaves pure scalar coupling for all delays
exactly when `d J = 0`. -/
theorem echo_sequence_iff (d J : ℝ) :
    (∀ t : ℝ, piPulse * propagator (hamiltonian d J) t * piPulse * propagator (hamiltonian d J) t
      = propagator ((J : ℂ) • coupling) (2 * t)) ↔ d * J = 0 := by
  have hX : !![0, 1; 1, 0] * !![0, 1; 1, 0] = (1 : Matrix (Fin 2) (Fin 2) ℂ) := by
    ext i j; fin_cases i <;> fin_cases j <;> simp
  have hP : piPulse * piPulse = 1 := by
    rw [piPulse, ← Matrix.mul_kronecker_mul, hX, Matrix.one_kronecker_one]
  -- the pulses turn the second delay into evolution with reversed shift difference
  have hU : ∀ t : ℝ, piPulse * propagator (hamiltonian d J) t * piPulse
      = propagator (hamiltonian (-d) J) t := by
    intro t
    have k := Matrix.exp_conj piPulse (t • ((-Complex.I) • hamiltonian d J))
      ⟨⟨piPulse, piPulse, hP, hP⟩, rfl⟩
    rw [Matrix.inv_eq_right_inv hP] at k
    rw [← piPulse_conj]
    unfold propagator
    rw [← k]
    simp only [Matrix.mul_smul, Matrix.smul_mul]
  simp only [hU]
  exact refocusing_iff d J

end

end StrongCouplingEcho
```

```lean
#print axioms StrongCouplingEcho.echo_sequence_iff
```

```
'StrongCouplingEcho.echo_sequence_iff' depends on axioms: [propext, Classical.choice, Quot.sound]
```
